# Continuous Bloch functions with different phases of modulus one have zero mean overlap in an infinite crystal

Superpose two Bloch waves in a one-dimensional crystal and ask for the average density. If their overlap grew in proportion to the crystal's length, an interference term could survive in the average, depending on the phase between the two coefficients of the superposition, and the two average densities need not simply add. The usual inner product cannot settle the matter, because nonzero Bloch waves with phases of modulus one are not square-integrable on the whole line. The question is therefore how the overlap per unit length behaves as the crystal grows.

```lean
import Mathlib

open Filter
open scoped ComplexConjugate Topology

namespace InfiniteCrystalOrthogonality

noncomputable section
```

Let $a$ be the lattice constant. A Bloch function $\psi$ with phase $\alpha$ is continuous and satisfies $\psi(x+a)=\alpha\,\psi(x)$ for all real $x$; `IsBloch a α ψ` records these two properties. In textbook notation $\alpha=e^{ika}$. The separate hypothesis $|\alpha|=1$ says that $k$ is real, so the wave neither grows nor decays from cell to cell. Distinct phases mean wave numbers that do not differ by a multiple of $2\pi/a$.

```lean
/-- A continuous wave function on the line that is multiplied by the Bloch phase `α`
under translation by the lattice constant `a`. -/
structure IsBloch (a : ℝ) (α : ℂ) (ψ : ℝ → ℂ) : Prop where
  continuous : Continuous ψ
  shift : ∀ x, ψ (x + a) = α * ψ x
```

For a second Bloch function $\varphi$ with phase $\beta$, define

$$F(L)=\int_0^L \overline{\psi(x)}\,\varphi(x)\,dx .$$

This is `overlap ψ φ L`, conjugated in the first function; for negative $L$ the integral is oriented.

```lean
/-- The overlap integral of `ψ` and `φ` over the stretch of crystal from `0` to `L`. -/
def overlap (ψ φ : ℝ → ℂ) (L : ℝ) : ℂ := ∫ x in (0 : ℝ)..L, conj (ψ x) * φ x
```

The mean overlap is $F(L)/L$. Neither function has to be normalised.

```lean
/-- The overlap per unit length over the stretch from `0` to `L`, for `L ≠ 0`. -/
def meanOverlap (ψ φ : ℝ → ℂ) (L : ℝ) : ℂ := overlap ψ φ L / (L : ℂ)
```

The model contains no Hamiltonian. That the one-particle eigenstates of a periodic potential can be chosen in Bloch form is the step to a real crystal, and it is assumed here. Write $\gamma=\bar\alpha\beta$ for the relative phase, which appears in the code as `conj α * β`.

### (a) A phase and its conjugate

For $|\alpha|=1$, show that $\bar\alpha\alpha=1$.

**Solution.** $\bar\alpha\alpha=|\alpha|^2=1$.

```lean
variable {a : ℝ} {α β : ℂ} {ψ φ : ℝ → ℂ}

private lemma conj_mul_self_eq_one (hα : ‖α‖ = 1) : conj α * α = 1 := by
  rw [mul_comm, Complex.mul_conj, Complex.normSq_eq_norm_sq, hα]
  simp
```

### (b) The relative phase of distinct phases

For $|\alpha|=1$ and $\alpha\neq\beta$, show that $\gamma-1\neq0$.

**Solution.** If $\bar\alpha\beta=1$, multiply by $\alpha$ and use (a) to get $\beta=\alpha$, a contradiction. The `linear_combination` line is this multiplication.

```lean
private lemma phase_ne (hα : ‖α‖ = 1) (hne : α ≠ β) : conj α * β - 1 ≠ 0 := by
  intro h
  apply hne
  linear_combination β * conj_mul_self_eq_one hα - α * h
```

### (c) Continuity of the integrand

Show that $x\mapsto\overline{\psi(x)}\,\varphi(x)$ is continuous.

**Solution.** Conjugation is continuous, and so is a product of continuous functions. The integral $F(L)$ therefore exists for every real $L$.

```lean
private lemma continuous_integrand (hψ : IsBloch a α ψ) (hφ : IsBloch a β φ) :
    Continuous fun x => conj (ψ x) * φ x :=
  (Complex.continuous_conj.comp hψ.continuous).mul hφ.continuous
```

### (d) Adding one cell

Show that $F(L+a)=F(a)+\gamma F(L)$.

**Solution.** Split the integral at $a$ and substitute $x=y+a$ in the second part:

$$\int_a^{L+a}\overline{\psi(x)}\,\varphi(x)\,dx=\int_0^L\overline{\alpha\psi(y)}\,\beta\varphi(y)\,dy=\gamma F(L).$$

In the code, `h1` is the split and `h2` the substitution.

```lean
/-- Lengthening the crystal by one cell multiplies the old overlap of two Bloch functions by
the relative phase `conj α * β` and adds the overlap of one cell. -/
theorem overlap_shift (hψ : IsBloch a α ψ) (hφ : IsBloch a β φ) (L : ℝ) :
    overlap ψ φ (L + a) = overlap ψ φ a + conj α * β * overlap ψ φ L := by
  have hc := continuous_integrand hψ hφ
  have h1 : (∫ x in (0 : ℝ)..a, conj (ψ x) * φ x) + (∫ x in a..(L + a), conj (ψ x) * φ x)
      = ∫ x in (0 : ℝ)..(L + a), conj (ψ x) * φ x :=
    intervalIntegral.integral_add_adjacent_intervals
      (hc.intervalIntegrable _ _) (hc.intervalIntegrable _ _)
  -- translate the remaining stretch back by one lattice constant
  have h2 : (∫ x in a..(L + a), conj (ψ x) * φ x)
      = conj α * β * ∫ x in (0 : ℝ)..L, conj (ψ x) * φ x := by
    have h := intervalIntegral.integral_comp_add_right (a := 0) (b := L)
      (fun x => conj (ψ x) * φ x) a
    simp only [zero_add] at h
    rw [← h, ← intervalIntegral.integral_const_mul]
    refine intervalIntegral.integral_congr fun x _ => ?_
    simp only [hψ.shift x, hφ.shift x, map_mul]
    ring
  unfold overlap
  rw [← h1, h2]
```

### (e) A whole number of cells

For $M=0,1,2,\dots$, show that $F(Ma)=\Big(\sum_{j=0}^{M-1}\gamma^j\Big)F(a)$.

**Solution.** Both sides vanish at $M=0$. If the formula holds for $M$, then (d) gives

$$F((M+1)a)=F(a)+\gamma\sum_{j=0}^{M-1}\gamma^jF(a)=\sum_{j=0}^{M}\gamma^jF(a).$$

The induction in Lean is the same, with `geom_sum_succ` regrouping the sum.

```lean
/-- The overlap of two Bloch functions over `M` cells is the overlap over one cell times the
geometric sum of the relative phases. -/
theorem overlap_cells (hψ : IsBloch a α ψ) (hφ : IsBloch a β φ) (M : ℕ) :
    overlap ψ φ (M * a) = (∑ j ∈ Finset.range M, (conj α * β) ^ j) * overlap ψ φ a := by
  induction M with
  | zero => simp [overlap]
  | succ M ih =>
    have h : ((M + 1 : ℕ) : ℝ) * a = M * a + a := by push_cast; ring
    rw [h, overlap_shift hψ hφ, ih, geom_sum_succ]
    ring
```

### (f) Summing the phases

Show that $(\gamma-1)F(Ma)=(\gamma^M-1)F(a)$.

**Solution.** Multiply (e) by $\gamma-1$. The sum telescopes: $(\gamma-1)\sum_{j=0}^{M-1}\gamma^j=\gamma^M-1$.

```lean
private lemma overlap_closed (hψ : IsBloch a α ψ) (hφ : IsBloch a β φ) (M : ℕ) :
    (conj α * β - 1) * overlap ψ φ (M * a) = ((conj α * β) ^ M - 1) * overlap ψ φ a := by
  rw [overlap_cells hψ hφ]
  linear_combination overlap ψ φ a * geom_sum_mul (conj α * β) M
```

### (g) An explicit bound

For $|\alpha|=|\beta|=1$, show that $|\alpha-\beta|\,|F(Ma)|\le2|F(a)|$.

**Solution.** By (a), $\gamma-1=\bar\alpha(\beta-\alpha)$, so $|\gamma-1|=|\alpha-\beta|$. Since $|\gamma|=1$, also $|\gamma^M-1|\le2$. Take absolute values in (f). The code names these two facts `hn` and `hp`.

```lean
/-- For Bloch phases of modulus one, the overlap over `M` cells times the distance between
the phases is at most twice the overlap over one cell, in absolute value. -/
theorem overlap_cells_bound (hα : ‖α‖ = 1) (hβ : ‖β‖ = 1)
    (hψ : IsBloch a α ψ) (hφ : IsBloch a β φ) (M : ℕ) :
    ‖α - β‖ * ‖overlap ψ φ (M * a)‖ ≤ 2 * ‖overlap ψ φ a‖ := by
  have e : conj α * β - 1 = conj α * (β - α) := by
    linear_combination conj_mul_self_eq_one hα
  have hn : ‖conj α * β - 1‖ = ‖α - β‖ := by
    rw [e, norm_mul, RCLike.norm_conj, hα, one_mul, norm_sub_rev]
  have hp : ‖(conj α * β) ^ M - 1‖ ≤ 2 := by
    have h := norm_sub_le ((conj α * β) ^ M) 1
    have h' : ‖(conj α * β) ^ M‖ = 1 := by simp [hα, hβ]
    rw [h', norm_one] at h
    linarith
  rw [← hn, ← norm_mul, overlap_closed hψ hφ, norm_mul]
  exact mul_le_mul_of_nonneg_right hp (norm_nonneg _)
```

### (h) Born-von Karman cells

For $|\alpha|=1$, $\alpha\ne\beta$ and $\alpha^M=\beta^M$, show that $F(Ma)=0$.

**Solution.** Here $\gamma^M=\bar\alpha^M\beta^M=\bar\alpha^M\alpha^M=1$. The right side of (f) vanishes, and $\gamma-1\neq0$ by (b).

The usual periodic boundary condition on $M$ cells, $\alpha^M=\beta^M=1$, is a special case. For non-interacting electrons in one dimension, this is the orthogonality of states at different allowed $k$-points.

```lean
/-- Born-von Karman orthogonality: Bloch functions with distinct phases of modulus one whose
`M`-th powers agree have zero overlap over `M` cells. -/
theorem overlap_bornVonKarman (hα : ‖α‖ = 1) (hne : α ≠ β)
    (hψ : IsBloch a α ψ) (hφ : IsBloch a β φ) {M : ℕ} (hM : α ^ M = β ^ M) :
    overlap ψ φ (M * a) = 0 := by
  have hp : (conj α * β) ^ M = 1 := by
    rw [mul_pow, ← hM, ← mul_pow, conj_mul_self_eq_one hα, one_pow]
  have h := overlap_closed hψ hφ M
  rw [hp, sub_self, zero_mul] at h
  exact (mul_eq_zero.1 h).resolve_left (phase_ne hα hne)
```

### (i) Arbitrary lengths

For $a>0$ and distinct phases of modulus one, find a constant $C$ with $|F(L)|\le C$ for all real $L$.

**Solution.** Put $G(L)=(\gamma-1)F(L)+F(a)$. By (d),

$$G(L+a)=(\gamma-1)\big(F(a)+\gamma F(L)\big)+F(a)=\gamma G(L).$$

Thus $|G|$ has period $a$. It is continuous, so it has a bound $K$ on $[0,a]$, and by periodicity on the whole line. Since $(\gamma-1)F(L)=G(L)-F(a)$, the choice

$$C=\frac{K+|F(a)|}{|\gamma-1|}$$

works. In the code, `hper` is the periodicity, `exists_mem_Ico₀` moves any $L$ into the first cell, and the bound $K$ is called `C` inside the proof.

```lean
/-- For lattice constant `a > 0` and distinct Bloch phases of modulus one, the overlap
integral stays bounded for all crystal lengths. -/
theorem overlap_bounded (ha : 0 < a) (hα : ‖α‖ = 1) (hβ : ‖β‖ = 1) (hne : α ≠ β)
    (hψ : IsBloch a α ψ) (hφ : IsBloch a β φ) :
    ∃ C : ℝ, ∀ L : ℝ, ‖overlap ψ φ L‖ ≤ C := by
  have hF : Continuous (overlap ψ φ) :=
    intervalIntegral.continuous_primitive
      (fun s t => (continuous_integrand hψ hφ).intervalIntegrable s t) 0
  have hG : Continuous fun L => (conj α * β - 1) * overlap ψ φ L + overlap ψ φ a :=
    (continuous_const.mul hF).add continuous_const
  have hγ : ‖conj α * β‖ = 1 := by simp [hα, hβ]
  -- this combination only picks up a phase from cell to cell, so its modulus is periodic
  have hper : Function.Periodic
      (fun L => ‖(conj α * β - 1) * overlap ψ φ L + overlap ψ φ a‖) a := by
    intro L
    have e : (conj α * β - 1) * overlap ψ φ (L + a) + overlap ψ φ a
        = (conj α * β) * ((conj α * β - 1) * overlap ψ φ L + overlap ψ φ a) := by
      rw [overlap_shift hψ hφ L]
      ring
    beta_reduce
    rw [e, norm_mul, hγ, one_mul]
  obtain ⟨C, hC⟩ := (isCompact_Icc (a := (0 : ℝ)) (b := a)).exists_bound_of_continuousOn
    hG.continuousOn
  refine ⟨(C + ‖overlap ψ φ a‖) / ‖conj α * β - 1‖, fun L => ?_⟩
  obtain ⟨y, hy, hLy⟩ := hper.exists_mem_Ico₀ ha L
  have h1 : ‖(conj α * β - 1) * overlap ψ φ L + overlap ψ φ a‖ ≤ C :=
    hLy.le.trans (hC y ⟨hy.1, hy.2.le⟩)
  rw [le_div_iff₀ (norm_pos_iff.2 (phase_ne hα hne)), mul_comm ‖overlap ψ φ L‖, ← norm_mul]
  have h2 := norm_sub_le ((conj α * β - 1) * overlap ψ φ L + overlap ψ φ a) (overlap ψ φ a)
  rw [add_sub_cancel_right] at h2
  linarith
```

### (j) The limit over real lengths

Under the hypotheses of (i), show that $F(L)/L\to0$ as $L\to\infty$ through the reals.

**Solution.** For $L>0$, $|F(L)/L|\le C/L\to0$. The squeeze is `squeeze_zero_norm'`.

```lean
/-- For `a > 0` and distinct Bloch phases of modulus one, the overlap per unit length tends
to zero as the crystal length grows through the real numbers. -/
theorem meanOverlap_tendsto_zero (ha : 0 < a) (hα : ‖α‖ = 1) (hβ : ‖β‖ = 1) (hne : α ≠ β)
    (hψ : IsBloch a α ψ) (hφ : IsBloch a β φ) :
    Tendsto (meanOverlap ψ φ) atTop (𝓝 0) := by
  obtain ⟨C, hC⟩ := overlap_bounded ha hα hβ hne hψ hφ
  have hlim : Tendsto (fun L : ℝ => C / L) atTop (𝓝 0) :=
    tendsto_const_nhds.div_atTop tendsto_id
  refine squeeze_zero_norm' ?_ hlim
  filter_upwards [eventually_gt_atTop (0 : ℝ)] with L hL
  rw [meanOverlap, norm_div, Complex.norm_real, Real.norm_of_nonneg hL.le]
  exact div_le_div_of_nonneg_right (hC L) hL.le
```

### (k) The limit over whole cells

Under the same hypotheses, show that

$$\frac1{Ma}\int_0^{Ma}\overline{\psi(x)}\,\varphi(x)\,dx\to0\qquad(M\to\infty).$$

**Solution.** Since $a>0$, the lengths $L=Ma$ tend to infinity, so (j) applies along them. In Lean this is a composition of limits.

```lean
/-- Infinite-crystal orthogonality: for `a > 0` and distinct Bloch phases of modulus one, the
overlap over `M` cells divided by their length `M a` tends to zero as `M` grows. -/
theorem infinite_crystal_orthogonality (ha : 0 < a) (hα : ‖α‖ = 1) (hβ : ‖β‖ = 1)
    (hne : α ≠ β) (hψ : IsBloch a α ψ) (hφ : IsBloch a β φ) :
    Tendsto (fun M : ℕ => meanOverlap ψ φ (M * a)) atTop (𝓝 0) :=
  (meanOverlap_tendsto_zero ha hα hβ hne hψ hφ).comp
    (tendsto_natCast_atTop_atTop.atTop_mul_const ha)
```

### (l) Equal phases

For $a>0$ and $|\alpha|=|\beta|=1$, show that $F(Ma)/(Ma)\to0$ if and only if $\alpha\neq\beta$ or $F(a)=0$.

**Solution.** If $\alpha=\beta$, then $\gamma=1$ and (e) gives $F(Ma)=MF(a)$. The mean overlap equals $F(a)/a$ for every $M\ge1$, so it tends to zero only if $F(a)=0$. Conversely, distinct phases are settled by (k), and $F(a)=0$ makes every $F(Ma)$ vanish by (e).

Two bands at the same $k$ are therefore orthogonal in this sense only if they are orthogonal over one cell, which the translation law alone does not supply.

```lean
/-- For `a > 0` and Bloch phases of modulus one, the overlap per unit length over `M` cells
tends to zero exactly when the phases differ or the overlap over one cell vanishes. -/
theorem orthogonality_iff (ha : 0 < a) (hα : ‖α‖ = 1) (hβ : ‖β‖ = 1)
    (hψ : IsBloch a α ψ) (hφ : IsBloch a β φ) :
    Tendsto (fun M : ℕ => meanOverlap ψ φ (M * a)) atTop (𝓝 0) ↔
      α ≠ β ∨ overlap ψ φ a = 0 := by
  constructor
  · intro h
    by_cases hαβ : α = β
    · right
      -- with equal phases every cell contributes the same amount
      have hconst : Tendsto (fun M : ℕ => meanOverlap ψ φ (M * a)) atTop
          (𝓝 (overlap ψ φ a / (a : ℂ))) := by
        refine tendsto_const_nhds.congr' ?_
        filter_upwards [eventually_ne_atTop 0] with M hM
        have hM' : (M : ℂ) ≠ 0 := Nat.cast_ne_zero.2 hM
        have hs : overlap ψ φ (M * a) = M * overlap ψ φ a := by
          rw [overlap_cells hψ hφ, ← hαβ, conj_mul_self_eq_one hα]
          simp
        rw [meanOverlap, hs, Complex.ofReal_mul, Complex.ofReal_natCast,
          mul_div_mul_left _ _ hM']
      have h0 := tendsto_nhds_unique hconst h
      exact (div_eq_zero_iff.1 h0).resolve_right (Complex.ofReal_ne_zero.2 ha.ne')
    · exact Or.inl hαβ
  · rintro (hne | h0)
    · exact infinite_crystal_orthogonality ha hα hβ hne hψ hφ
    · have hz : ∀ M : ℕ, meanOverlap ψ φ (M * a) = 0 := fun M => by
        rw [meanOverlap, overlap_cells hψ hφ, h0, mul_zero, zero_div]
      simp only [hz]
      exact tendsto_const_nhds
```

### (m) A concrete pair

For $a\neq0$, show that the constant $1$ is a Bloch function with phase $1$, and that $e^{i\pi x/a}$ is one with phase $-1$.

**Solution.** Both are continuous. The constant is unchanged by translation, and $e^{i\pi(x+a)/a}=e^{i\pi}e^{i\pi x/a}=-e^{i\pi x/a}$.

For $a>0$, direct integration gives this pair the mean overlap $2i/(\pi M)$ over an odd number $M$ of cells: nonzero over each such stretch, but fading as $M$ grows. This does not conflict with (h), because $(-1)^M\neq1^M$ for odd $M$.

```lean
/-- For `a ≠ 0`, the constant function is a Bloch function with phase `1`, and the plane wave
`exp (i π x / a)` is one with phase `-1`. -/
theorem isBloch_witness (ha : a ≠ 0) :
    IsBloch a 1 (fun _ => 1) ∧
      IsBloch a (-1) (fun x => Complex.exp (Complex.I * Real.pi * x / a)) := by
  refine ⟨⟨continuous_const, fun x => by simp⟩, ⟨by fun_prop, fun x => ?_⟩⟩
  have h : (a : ℂ) / a = 1 := div_self (Complex.ofReal_ne_zero.2 ha)
  have e : Complex.I * Real.pi * ((x + a : ℝ) : ℂ) / a
      = Real.pi * Complex.I + Complex.I * Real.pi * x / a := by
    push_cast
    linear_combination (Complex.I * Real.pi) * h
  rw [e, Complex.exp_add, Complex.exp_pi_mul_I]

end

end InfiniteCrystalOrthogonality
```

```lean
#print axioms InfiniteCrystalOrthogonality.overlap_cells_bound
#print axioms InfiniteCrystalOrthogonality.overlap_bornVonKarman
#print axioms InfiniteCrystalOrthogonality.meanOverlap_tendsto_zero
#print axioms InfiniteCrystalOrthogonality.orthogonality_iff
```

```
'InfiniteCrystalOrthogonality.overlap_cells_bound' depends on axioms: [propext, Classical.choice, Quot.sound]
'InfiniteCrystalOrthogonality.overlap_bornVonKarman' depends on axioms: [propext, Classical.choice, Quot.sound]
'InfiniteCrystalOrthogonality.meanOverlap_tendsto_zero' depends on axioms: [propext, Classical.choice, Quot.sound]
'InfiniteCrystalOrthogonality.orthogonality_iff' depends on axioms: [propext, Classical.choice, Quot.sound]
```
